# Single-site cluster perturbation theory gives the half-filled Hubbard model with a symmetric band a gap for every $U>0$ and every finite bandwidth

When I ask whether a half-filled Hubbard lattice is gapped in single-site cluster perturbation theory, should I compare the two poles of the Green function at one Bloch momentum, or poles at any two momenta? At fixed hopping energy $e$ I find one pole below zero and one above, at least $U$ apart. But the lower pole creeps up towards zero as $e$ grows, and the upper one comes down towards zero as $e$ becomes very negative. Can a wide enough band close the gap when $U$ is small?

## The gap between any two momenta

Compare poles at any two momenta, because the lattice has a gap only if the highest lower pole and the lowest upper pole stay apart, and these occur at different hopping energies. Suppose that the hopping energies fill the interval $[-W,W]$, with $e$ and $-e$ equally frequent, as for nearest-neighbour hopping on a square lattice. Then the lower poles together hold one electron per site, which is half filling, and the gap is

$$\sqrt{W^2+U^2}-W .$$

This is positive for every $U>0$, so no finite bandwidth closes it. For $W>0$ it is at most $U^2/(2W)$, so it does become small in a wide band. Here $W$ is half the bandwidth, although the same letter often denotes the full width.

For simulation practice this means that a gap found with this one-site approximation is no evidence for a Mott insulator at small $U$: the approximation produces one at any positive $U$.

## From the atom to two Hubbard bands

Let $w$ be the complex frequency, measured from the chemical potential of the half-filled atom. Its one electron is taken to be spin up or spin down with equal probability. The atom then has an addition energy at $U/2$ and a removal energy at $-U/2$, each with weight one half per spin:

$$G_{\rm at}(w)=\frac{1/2}{w-U/2}+\frac{1/2}{w+U/2}=\frac{w}{w^2-U^2/4}.$$

Single-site cluster perturbation theory, also called the Hubbard-I approximation, inserts the hopping energy $e$ of a Bloch state through

$$G=\frac{G_{\rm at}}{1-e\,G_{\rm at}}=\frac{w}{w^2-ew-U^2/4}.$$

For $w\neq0$ one can also write $1/G_{\rm at}=w-U^2/(4w)$. The atomic self-energy, with its constant Hartree part absorbed in the chemical potential, is then $U^2/(4w)$, and

$$G=\frac{1}{w-U^2/(4w)-e}.$$

Set $R=\sqrt{e^2+U^2}$, $E_1=(e-R)/2$ and $E_2=(e+R)/2$. Then $E_1+E_2=e$ and $E_1E_2=(e^2-R^2)/4=-U^2/4$, so the denominator $w^2-ew-U^2/4$ equals $(w-E_1)(w-E_2)$. The residues of $G$ are

$$a=\frac{E_1}{E_1-E_2}=\frac12\left(1-\frac eR\right),\qquad
b=\frac{E_2}{E_2-E_1}=\frac12\left(1+\frac eR\right),$$

which gives

$$G=\frac{a}{w-E_1}+\frac{b}{w-E_2}.$$

Since $U>0$, we have $|e|<R$. Hence $a$ and $b$ are positive, they add up to one, and $E_1<0<E_2$.

## Why the band edges set the gap

The signs alone say that every lower pole lies below every upper pole. They do not say how far apart the poles stay, and if the hopping energies ranged over all real numbers, the distance would have no positive lower bound. For a finite band, write $S=\sqrt{W^2+U^2}$ and take $|e|\le W$. Then

$$(S-R)(S+R)=W^2-e^2=(W+e)(W-e).$$

Because $S>W$ and $R>|e|$, the sum $S+R$ is positive and larger than $W-e$. Since $W+e\ge0$, division by $S+R$ gives $S-R\le W+e$. Rearranged, this is

$$E_2(e)=\frac{e+R}{2}\ge\frac{S-W}{2}.$$

Particle-hole reflection handles the lower band. Changing $e$ to $-e$ leaves $R$ alone, so $E_2(-e)=-E_1(e)$, and therefore $-E_1(e)\ge(S-W)/2$. For two independent hopping energies $e$ and $e'$ in the interval, addition gives

$$E_2(e')-E_1(e)\ge S-W.$$

Equality holds at $e=W$ and $e'=-W$: the top of the lower band and the bottom of the upper band belong to opposite edges of the hopping band. The gap is thus indirect whenever $W>0$. At $W=0$ the sites are isolated and the formula returns the atomic gap $U$.

Finally, $(S-W)^2\ge0$ together with $S^2=W^2+U^2$ gives $2W(S-W)\le U^2$, which is the bound $U^2/(2W)$ for $W>0$.

The same results in Lean 4 with Mathlib are as follows.

```lean
import Mathlib

namespace SingleSiteCPT

noncomputable section

/-- Distance `R = √(e² + U²)` between the two poles at hopping energy `e` and repulsion `U`. -/
def splitting (e U : ℝ) : ℝ := √(e ^ 2 + U ^ 2)

/-- Lower Hubbard band `E1 = (e - R)/2`. -/
def lowerBand (e U : ℝ) : ℝ := (e - splitting e U) / 2

/-- Upper Hubbard band `E2 = (e + R)/2`. -/
def upperBand (e U : ℝ) : ℝ := (e + splitting e U) / 2

/-- Spectral weight `(1 - e/R)/2` of the lower band, for `e` and `U` not both zero. -/
def lowerWeight (e U : ℝ) : ℝ := (1 - e / splitting e U) / 2

/-- Spectral weight `(1 + e/R)/2` of the upper band, for `e` and `U` not both zero. -/
def upperWeight (e U : ℝ) : ℝ := (1 + e / splitting e U) / 2

/-- Green function of the half-filled Hubbard atom, for `w` different from `U/2` and `-U/2`. -/
def atomicG (U : ℝ) (w : ℂ) : ℂ := (1 / 2) / (w - U / 2) + (1 / 2) / (w + U / 2)

/-- Lattice Green function of single-site cluster perturbation theory, `G_at / (1 - e G_at)`,
for `w` different from `U/2` and `-U/2` and with `e G_at` different from one. -/
def cptG (e U : ℝ) (w : ℂ) : ℂ := atomicG U w / (1 - e * atomicG U w)

/-- The square of the pole distance is `e² + U²`. -/
theorem splitting_sq (e U : ℝ) : splitting e U ^ 2 = e ^ 2 + U ^ 2 :=
  Real.sq_sqrt (by positivity)

/-- For `U > 0` the pole distance exceeds the size of the hopping energy. -/
theorem abs_lt_splitting (e : ℝ) {U : ℝ} (hU : 0 < U) : |e| < splitting e U := by
  have h : e ^ 2 < splitting e U ^ 2 := by
    rw [splitting_sq]
    have : 0 < U ^ 2 := by positivity
    linarith
  exact abs_lt_of_sq_lt_sq h (Real.sqrt_nonneg _)

/-- For `U > 0` and `w` away from both bands, the fraction `w / (w² - e w - U²/4)` is a sum of
two simple poles at the Hubbard bands, with the spectral weights as residues. -/
theorem two_poles (e : ℝ) {U : ℝ} (hU : 0 < U) {w : ℂ}
    (h1 : w ≠ lowerBand e U) (h2 : w ≠ upperBand e U) :
    w / (w ^ 2 - e * w - U ^ 2 / 4) =
      lowerWeight e U / (w - lowerBand e U) + upperWeight e U / (w - upperBand e U) := by
  have hR : (splitting e U : ℂ) ≠ 0 := by
    exact_mod_cast ((abs_nonneg e).trans_lt (abs_lt_splitting e hU)).ne'
  have hsq : (splitting e U : ℂ) ^ 2 = (e : ℂ) ^ 2 + (U : ℂ) ^ 2 := by
    exact_mod_cast splitting_sq e U
  -- the denominator factorises over the two bands
  have hden : w ^ 2 - e * w - U ^ 2 / 4 =
      (w - lowerBand e U) * (w - upperBand e U) := by
    simp only [lowerBand, upperBand]
    push_cast
    linear_combination (1 / 4) * hsq
  -- the weights recombine to the numerator
  have hnum : (lowerWeight e U : ℂ) * (w - upperBand e U) +
      (w - lowerBand e U) * upperWeight e U = w := by
    have ht : (e : ℂ) / splitting e U * splitting e U = e := div_mul_cancel₀ _ hR
    simp only [lowerBand, upperBand, lowerWeight, upperWeight]
    push_cast
    linear_combination (1 / 2) * ht
  rw [div_add_div _ _ (sub_ne_zero.2 h1) (sub_ne_zero.2 h2), hnum, hden]

/-- With the atomic self-energy `U²/(4w)`, the lattice Green function is the two-pole sum over the
Hubbard bands, for `U > 0`, `w ≠ 0` and `w` away from both bands. -/
theorem selfEnergy_form (e : ℝ) {U : ℝ} (hU : 0 < U) {w : ℂ} (hw : w ≠ 0)
    (h1 : w ≠ lowerBand e U) (h2 : w ≠ upperBand e U) :
    1 / (w - U ^ 2 / (4 * w) - e) =
      lowerWeight e U / (w - lowerBand e U) + upperWeight e U / (w - upperBand e U) := by
  have h : w - U ^ 2 / (4 * w) - e = (w ^ 2 - e * w - U ^ 2 / 4) / w := by
    have hc : (U : ℂ) ^ 2 / (4 * w) * w = (U : ℂ) ^ 2 / 4 := by field_simp
    rw [eq_div_iff hw]
    linear_combination -hc
  rw [← two_poles e hU h1 h2, h, one_div_div]

/-- The Green function of single-site cluster perturbation theory is the two-pole sum over the
Hubbard bands, for `U > 0` and `w` away from the atomic levels and from both bands. -/
theorem cptG_eq_two_poles (e : ℝ) {U : ℝ} (hU : 0 < U) {w : ℂ}
    (ha : w ≠ U / 2) (hb : w ≠ -(U / 2))
    (h1 : w ≠ lowerBand e U) (h2 : w ≠ upperBand e U) :
    cptG e U w =
      lowerWeight e U / (w - lowerBand e U) + upperWeight e U / (w - upperBand e U) := by
  have ha' : w - U / 2 ≠ 0 := sub_ne_zero.2 ha
  have hb' : w + U / 2 ≠ 0 := fun h => hb (by linear_combination h)
  have hD : (w - U / 2) * (w + U / 2) ≠ 0 := mul_ne_zero ha' hb'
  -- the atomic Green function as a single fraction
  have hA : atomicG U w = w / ((w - U / 2) * (w + U / 2)) := by
    have hn : 1 / 2 * (w + U / 2) + (w - U / 2) * (1 / 2) = w := by ring
    rw [atomicG, div_add_div _ _ ha' hb', hn]
  have hE : 1 - e * (w / ((w - U / 2) * (w + U / 2))) =
      ((w - U / 2) * (w + U / 2) - e * w) / ((w - U / 2) * (w + U / 2)) := by
    rw [eq_div_iff hD, sub_mul, one_mul, mul_assoc, div_mul_cancel₀ _ hD]
  have hF : (w - U / 2) * (w + U / 2) - e * w = w ^ 2 - e * w - U ^ 2 / 4 := by ring
  rw [← two_poles e hU h1 h2, cptG, hA, hE, div_div_div_cancel_right₀ hD, hF]

/-- For `U > 0` both spectral weights are positive and they add up to one. -/
theorem weights_pos (e : ℝ) {U : ℝ} (hU : 0 < U) :
    0 < lowerWeight e U ∧ 0 < upperWeight e U ∧ lowerWeight e U + upperWeight e U = 1 := by
  have h := abs_lt.1 (abs_lt_splitting e hU)
  have hR : 0 < splitting e U := by linarith [h.1, h.2]
  have h1 : e / splitting e U < 1 := (div_lt_one hR).2 h.2
  have h2 : -1 < e / splitting e U := (lt_div_iff₀ hR).2 (by linarith [h.1])
  unfold lowerWeight upperWeight
  exact ⟨by linarith, by linarith, by ring⟩

/-- For `U > 0` the lower band is at negative and the upper band at positive energy. -/
theorem bands_straddle_zero (e : ℝ) {U : ℝ} (hU : 0 < U) :
    lowerBand e U < 0 ∧ 0 < upperBand e U := by
  have h := abs_lt.1 (abs_lt_splitting e hU)
  unfold lowerBand upperBand
  exact ⟨by linarith [h.2], by linarith [h.1]⟩

/-- For `U > 0` and hopping energies between `-W` and `W`, the upper band stays at or above
`(√(W² + U²) - W)/2`. -/
theorem upperBand_ge {e W U : ℝ} (hU : 0 < U) (he : |e| ≤ W) :
    (splitting W U - W) / 2 ≤ upperBand e U := by
  have h := abs_le.1 he
  have hR := abs_lt.1 (abs_lt_splitting e hU)
  have hS := abs_lt.1 (abs_lt_splitting W hU)
  have hR2 := splitting_sq e U
  have hS2 := splitting_sq W U
  unfold upperBand
  by_contra hc
  have hlt : 0 < splitting W U - splitting e U - (W + e) := by linarith [not_le.1 hc]
  -- compare the difference of squares with (W + e)(W - e)
  have p1 := mul_pos hlt
    (show 0 < splitting W U + splitting e U by linarith [hR.1, hR.2, hS.1, hS.2])
  have p2 := mul_nonneg (show 0 ≤ W + e by linarith [h.1])
    (show 0 ≤ splitting W U + splitting e U - (W - e) by linarith [hR.1, hS.2])
  nlinarith [p1, p2, hR2, hS2]

/-- For `U > 0` and hopping energies filling the interval from `-W` to `W`, the smallest distance
from a lower-band to an upper-band energy is `√(W² + U²) - W`, and it is positive. -/
theorem band_gap {W U : ℝ} (hU : 0 < U) (hW : 0 ≤ W) :
    IsLeast {g : ℝ | ∃ e e' : ℝ, |e| ≤ W ∧ |e'| ≤ W ∧ g = upperBand e' U - lowerBand e U}
      (splitting W U - W) ∧ 0 < splitting W U - W := by
  have hneg : ∀ x : ℝ, splitting (-x) U = splitting x U := fun x => by
    unfold splitting
    rw [neg_sq]
  refine ⟨⟨⟨W, -W, (abs_of_nonneg hW).le, ?_, ?_⟩, ?_⟩, ?_⟩
  · rw [abs_neg, abs_of_nonneg hW]
  · unfold upperBand lowerBand
    rw [hneg]
    ring
  · rintro g ⟨e, e', he, he', rfl⟩
    -- particle-hole reflection turns the lower band into the upper one
    have h1 := upperBand_ge hU he'
    have h2 := upperBand_ge (e := -e) (W := W) hU (by rwa [abs_neg])
    have h3 : upperBand (-e) U = -lowerBand e U := by
      unfold upperBand lowerBand
      rw [hneg]
      ring
    linarith
  · linarith [(abs_lt.1 (abs_lt_splitting W hU)).2]

/-- For `W > 0` the quantity `√(W² + U²) - W` is at most `U²/(2W)`. -/
theorem gap_le {W : ℝ} (U : ℝ) (hW : 0 < W) :
    splitting W U - W ≤ U ^ 2 / (2 * W) := by
  rw [le_div_iff₀ (by positivity)]
  nlinarith [sq_nonneg (splitting W U - W), splitting_sq W U]

end

end SingleSiteCPT
```

```lean
#print axioms SingleSiteCPT.selfEnergy_form
#print axioms SingleSiteCPT.bands_straddle_zero
#print axioms SingleSiteCPT.band_gap
#print axioms SingleSiteCPT.gap_le
```

```
'SingleSiteCPT.selfEnergy_form' depends on axioms: [propext, Classical.choice, Quot.sound]
'SingleSiteCPT.bands_straddle_zero' depends on axioms: [propext, Classical.choice, Quot.sound]
'SingleSiteCPT.band_gap' depends on axioms: [propext, Classical.choice, Quot.sound]
'SingleSiteCPT.gap_le' depends on axioms: [propext, Classical.choice, Quot.sound]
```

## What the theorems say about the lattice

The parameters `e`, `U` and `W` are real numbers, and the frequency `w` is complex. Lean converts the real pole positions and weights to complex numbers where they meet `w`. The function `splitting e U` is $R$, and `splitting W U` is $S$. The names `lowerBand` and `upperBand` denote the single energies $E_1$ and $E_2$ at a given `e`; a band in the usual sense arises when `e` varies. The weights $a$ and $b$ are `lowerWeight` and `upperWeight`.

There are two statements about the Green function, with slightly different exclusions:

- `cptG_eq_two_poles` starts from the cluster formula. It requires `w` to avoid both Hubbard-band poles and the atomic levels $\pm U/2$, where `atomicG` has its own poles. It allows $w=0$.
- `selfEnergy_form` starts from the self-energy expression. It requires $w\neq0$ and `w` away from the two Hubbard-band poles, but it does not exclude the atomic levels as such.

The theorem `weights_pos` says that both weights are positive and sum to one, so they can be read as the shares of one electron state of given spin. The theorem `bands_straddle_zero` is the sign statement at a single hopping energy.

The answer to the question about bandwidth is `band_gap`. Its set contains all differences `upperBand e' U - lowerBand e U` with `e` and `e'` chosen independently from $[-W,W]$. `IsLeast` says that $S-W$ belongs to this set and is a lower bound for it, so the minimum is attained. The last part of the theorem says that this minimum is positive. The hypothesis `0 ≤ W` includes isolated sites, and `0 < U` stands for a repulsion between two electrons on the same site. At $U=0$ the gap formula gives zero, as it should for a band of free electrons.

A finite periodic lattice has only a discrete set of hopping energies. If they all lie in $[-W,W]$, the lower bound still applies to them, while equality needs both edges to occur.

The step from the Hubbard Hamiltonian to `cptG` is an approximation that these hypotheses do not supply. The atomic Green function and the cluster formula enter as definitions, and the formula gives the lattice the self-energy of an isolated atom. The gap is therefore a property of this approximate Green function. For isolated sites it is the exact gap, but with hopping the theorems neither prove that the Hubbard model has a gap nor bound its size. Magnetic order is left out, and so is any effect of correlations between sites on the self-energy.

## How Lean checks the algebra and the bound

`splitting_sq` records $R^2=e^2+U^2$, and `abs_lt_splitting` derives $|e|<R$ by comparing squares. Almost everything else rests on these two facts.

The partial fractions are in `two_poles`. The step `hden` factorises the denominator; after the definitions are unfolded, the two sides differ by a multiple of the equation for $R^2$, which `linear_combination` supplies. The step `hnum` checks that $a(w-E_2)+b(w-E_1)=w$, using $(e/R)R=e$. This verifies the residues found above instead of computing them. The final rewrite adds the two fractions over their common denominator, which is nonzero because `w` avoids both poles.

The two Green-function theorems then reduce to this fraction. In `selfEnergy_form`, multiplying the denominator by `w` and dividing by it again gives $(w^2-ew-U^2/4)/w$, whose reciprocal is the required fraction. In `cptG_eq_two_poles`, `hA` combines the two atomic terms, `hE` puts $1-eG_{\rm at}$ over the same denominator, and that denominator cancels from the quotient.

For `weights_pos`, the inequality $|e|<R$ is split into $-R<e<R$ and divided by the positive number $R$. For `bands_straddle_zero`, the same two inequalities suffice without division.

The bound on the upper band, `upperBand_ge`, is the argument with $S-R\le W+e$ turned into a contradiction. Suppose that $S-R-(W+e)>0$. Multiplication by $S+R>0$ gives the inequality `p1`. The inequality `p2` is

$$(W+e)\bigl(S+R-(W-e)\bigr)\ge0 .$$

Adding the two leaves $S^2-R^2-(W^2-e^2)>0$. But the left side is zero by the formulas for $S^2$ and $R^2$, and `nlinarith` closes the case.

In `band_gap`, the first two bullets check the pair $e=W$, $e'=-W$ that attains the minimum. The third applies `upperBand_ge` to $e'$ and to $-e$, and uses the reflection $E_2(-e)=-E_1(e)$ in `h3` to turn the second bound into one for the lower band. The last bullet obtains positivity from $W<S$. The separate theorem `gap_le` clears the denominator $2W$ and uses the square $(S-W)^2\ge0$, as in the derivation above.
